# Vacancy levels away from the host spectrum: a determinant of the host Green function

Removing a few atoms from a crystal can put new levels in its gap. Does a given arrangement of vacancies have a level at a given energy? Treating each arrangement as a new system means working with the whole remaining Hamiltonian every time, although only a few sites have changed. For a finite, non-interacting tight-binding model with one orbital per site, at an energy that is not a host level, a determinant with one row for each missing site decides the question.

Let $H$ be the host matrix in an orthonormal site basis, $S$ the set of deleted sites, and $E$ an energy that is not an eigenvalue of $H$. Put $G=(E-H)^{-1}$. Then $E$ is a level of the lattice without $S$ exactly when the block $G_{SS}$ of $G$ on the deleted sites satisfies $\det G_{SS}=0$. For one deleted site $o$ this reads $G_{oo}=0$. An atom with several orbitals counts as several sites, and removing it puts all of them in $S$.

## The source on the missing sites

Let $\psi$ be an eigenvector of the remaining lattice at energy $E$, and extend it by zero on $S$ to an amplitude $\Psi$. For $i\notin S$,
$$(H\Psi)_i=\sum_{j\notin S}H_{ij}\psi_j=E\Psi_i .$$
Conversely, a nonzero $\Psi$ that vanishes on $S$ and obeys this equation off $S$ restricts to an eigenvector.

Now set $f=(E-H)\Psi$. It vanishes off $S$, and $\Psi=Gf$. For $i\in S$,
$$0=\Psi_i=\sum_{j\in S}G_{ij}f_j .$$
Since $\Psi\neq0$, also $f\neq0$, so $G_{SS}$ is singular. In the other direction, take a nonzero null vector of $G_{SS}$, extend it by zero to $f$, and set $\Psi=Gf$. This vanishes on $S$, satisfies $(E-H)\Psi=f=0$ off $S$, and is nonzero because $f$ is.

For $S=\{o\}$ the only source term is $f_o=-(H\Psi)_o$, hence $\Psi_j=-(H\Psi)_o\,G_{jo}$.

Now take a bipartite lattice with all on-site energies zero, so that $H_{ij}=0$ whenever $i$ and $j$ have the same colour, including $i=j$. Let $D$ be diagonal with entries $s_i=+1$ on one colour and $-1$ on the other. Then $DH=-HD$. If zero is not a host level, multiplying by $G(0)=-H^{-1}$ on both sides gives $GD=-DG$. Its $oo$ entry is $G_{oo}s_o=-s_oG_{oo}$, so $G_{oo}(0)=0$: any single vacancy creates a zero-energy level.

## Levels, vacancies and Green functions in Lean

```lean
import Mathlib

open Matrix

namespace VacancyLevels

noncomputable section
```

A level is an energy with a nonzero eigenvector; `*ᵥ` is the matrix-vector product. Energies and matrix entries are complex, and Hermiticity is never assumed, so Hermitian $H$ with real $E$ is a special case.

```lean
/-- `E` is a level of `H`: the equation `H ψ = E ψ` has a nonzero solution. -/
def IsLevel {m : Type*} [Fintype m] (H : Matrix m m ℂ) (E : ℂ) : Prop :=
  ∃ ψ : m → ℂ, ψ ≠ 0 ∧ H *ᵥ ψ = E • ψ
```

A vacancy keeps every matrix element between the surviving sites. In a real material the neighbours relax and their on-site energies and hoppings change; the model leaves these changes out.

```lean
/-- The Hamiltonian that remains when the sites in `S` are deleted. -/
def vacancy {n : Type*} (H : Matrix n n ℂ) (S : Finset n) :
    Matrix {i // i ∉ S} {i // i ∉ S} ℂ :=
  fun i j => H i j
```

The hypothesis `¬ IsLevel H E` in the theorems makes the inverse below a true one.

```lean
variable {n : Type*} [Fintype n] [DecidableEq n]

/-- The Green function `(E - H)⁻¹` of the perfect host, for `E` not a level of `H`. -/
def green (H : Matrix n n ℂ) (E : ℂ) : Matrix n n ℂ :=
  (E • (1 : Matrix n n ℂ) - H)⁻¹

/-- The block of the host Green function on the sites in `S`, for `E` not a level of `H`. -/
def greenBlock (H : Matrix n n ℂ) (E : ℂ) (S : Finset n) :
    Matrix {i // i ∈ S} {i // i ∈ S} ℂ :=
  fun i j => green H E i j
```

The next predicate describes the extended amplitude $\Psi$. It admits $\Psi=0$, so nonzeroness is stated separately where needed.

```lean
/-- An amplitude on the whole lattice that vanishes on the deleted sites `S` and solves the
Schrödinger equation at energy `E` on all other sites. -/
def IsVacancyState (H : Matrix n n ℂ) (S : Finset n) (E : ℂ) (Ψ : n → ℂ) : Prop :=
  (∀ i ∈ S, Ψ i = 0) ∧ ∀ i, i ∉ S → (H *ᵥ Ψ) i = E * Ψ i
```

## From the host inverse to the determinant

Two lemmas handle sums restricted to a subset of sites and the action of $E-H$.

```lean
omit [DecidableEq n] in
/-- A sum over all sites reduces to the sites where the summand can be nonzero. -/
lemma sum_sites (p : n → Prop) [DecidablePred p] [Fintype {j // p j}] (f : n → ℂ)
    (h : ∀ j, ¬ p j → f j = 0) : ∑ j : {j // p j}, f j = ∑ j, f j := by
  rw [← Finset.sum_subtype (Finset.univ.filter p) (by simp) f]
  exact Finset.sum_subset (Finset.filter_subset _ _) (fun j _ hj => h j (by simpa using hj))

/-- The matrix `E - H` acts on an amplitude as `E ψ - H ψ`. -/
lemma shift_mulVec (H : Matrix n n ℂ) (E : ℂ) (ψ : n → ℂ) :
    (E • (1 : Matrix n n ℂ) - H) *ᵥ ψ = E • ψ - H *ᵥ ψ := by
  rw [Matrix.sub_mulVec, Matrix.smul_mulVec, Matrix.one_mulVec]
```

If $\det(E-H)$ were zero, a null vector would make $E$ a host level.

```lean
/-- If `E` is not a level of the host, the Green function inverts `E - H`. -/
theorem shift_mul_green {H : Matrix n n ℂ} {E : ℂ} (hE : ¬ IsLevel H E) :
    (E • (1 : Matrix n n ℂ) - H) * green H E = 1 := by
  have hdet : (E • (1 : Matrix n n ℂ) - H).det ≠ 0 := by
    intro h0
    obtain ⟨v, hv, hv0⟩ := Matrix.exists_mulVec_eq_zero_iff.mpr h0
    rw [shift_mulVec] at hv0
    exact hE ⟨v, hv, (sub_eq_zero.mp hv0).symm⟩
  exact Matrix.mul_nonsing_inv _ (isUnit_iff_ne_zero.mpr hdet)
```

The equivalence between levels and vacancy states is extension by zero one way and restriction the other. The local fact `act` is the first equality in the displayed equation for $(H\Psi)_i$.

```lean
/-- `E` is a level of the lattice with the sites `S` deleted exactly when there is a nonzero
vacancy state at energy `E`. -/
theorem isLevel_vacancy_iff (H : Matrix n n ℂ) (S : Finset n) (E : ℂ) :
    IsLevel (vacancy H S) E ↔ ∃ Ψ : n → ℂ, Ψ ≠ 0 ∧ IsVacancyState H S E Ψ := by
  -- on amplitudes that vanish on `S`, both Hamiltonians act alike off `S`
  have act : ∀ Ψ : n → ℂ, (∀ i ∈ S, Ψ i = 0) → ∀ i : {i // i ∉ S},
      (vacancy H S *ᵥ fun j => Ψ j) i = (H *ᵥ Ψ) i := fun Ψ hΨ i =>
    sum_sites (fun j => j ∉ S) (fun j => H i j * Ψ j)
      (fun j hj => by simp [hΨ j (not_not.mp hj)])
  constructor
  · rintro ⟨ψ, h0, h⟩
    let Ψ : n → ℂ := fun i => if hi : i ∈ S then 0 else ψ ⟨i, hi⟩
    have hS : ∀ i ∈ S, Ψ i = 0 := fun i hi => dif_pos hi
    have hψ : (fun j : {i // i ∉ S} => Ψ j) = ψ := funext fun j => dif_neg j.2
    refine ⟨Ψ, fun hz => h0 ?_, hS, fun i hi => ?_⟩
    · rw [← hψ, hz]
      rfl
    · have e := act Ψ hS ⟨i, hi⟩
      rw [hψ, h, ← hψ] at e
      exact e.symm
  · rintro ⟨Ψ, h0, hS, h⟩
    refine ⟨fun j => Ψ j, fun hz => h0 (funext fun i => ?_), funext fun i => ?_⟩
    · by_cases hi : i ∈ S
      · exact hS i hi
      · exact congrFun hz ⟨i, hi⟩
    · exact (act Ψ hS i).trans (h i i.2)
```

In the main theorem `act` says that the block acts on a source supported on $S$ as the full $G$ does. Both directions then follow the derivation, with `f` as the source.

```lean
/-- If `E` is not a level of the host, then it is a level of the host with the sites `S` deleted
exactly when the block of the host Green function on `S` has zero determinant. -/
theorem vacancy_level_iff_det {H : Matrix n n ℂ} {E : ℂ} (hE : ¬ IsLevel H E)
    (S : Finset n) : IsLevel (vacancy H S) E ↔ (greenBlock H E S).det = 0 := by
  have h1 := shift_mul_green hE
  have h2 := mul_eq_one_comm.mp h1
  -- a source on `S` produces on `S` the amplitude given by the block
  have act : ∀ f : n → ℂ, (∀ i, i ∉ S → f i = 0) → ∀ i : {i // i ∈ S},
      (greenBlock H E S *ᵥ fun j => f j) i = (green H E *ᵥ f) i := fun f hf i =>
    sum_sites (fun j => j ∈ S) (fun j => green H E i j * f j)
      (fun j hj => by simp [hf j hj])
  rw [isLevel_vacancy_iff, ← Matrix.exists_mulVec_eq_zero_iff]
  constructor
  · rintro ⟨Ψ, h0, hS, h⟩
    -- the source `(E - H) Ψ` lives on the deleted sites
    let f : n → ℂ := (E • (1 : Matrix n n ℂ) - H) *ᵥ Ψ
    have hf : ∀ i, i ∉ S → f i = 0 := fun i hi => by
      simp only [f, shift_mulVec, Pi.sub_apply, Pi.smul_apply, smul_eq_mul, h i hi, sub_self]
    have hG : green H E *ᵥ f = Ψ := by
      simp only [f, Matrix.mulVec_mulVec, h2, Matrix.one_mulVec]
    refine ⟨fun j => f j, fun hz => h0 ?_, funext fun i => ?_⟩
    · have hf0 : f = 0 := funext fun i => by
        by_cases hi : i ∈ S
        · exact congrFun hz ⟨i, hi⟩
        · exact hf i hi
      rw [← hG, hf0, Matrix.mulVec_zero]
    · rw [act f hf i, hG]
      exact hS i i.2
  · rintro ⟨c, h0, hc⟩
    -- a null vector of the block is the source of a vacancy state
    let f : n → ℂ := fun i => if hi : i ∈ S then c ⟨i, hi⟩ else 0
    have hf : ∀ i, i ∉ S → f i = 0 := fun i hi => dif_neg hi
    have hfc : (fun j : {i // i ∈ S} => f j) = c := funext fun j => dif_pos j.2
    have hA : (E • (1 : Matrix n n ℂ) - H) *ᵥ (green H E *ᵥ f) = f := by
      rw [Matrix.mulVec_mulVec, h1, Matrix.one_mulVec]
    refine ⟨green H E *ᵥ f, fun hz => h0 ?_, fun i hi => ?_, fun i hi => ?_⟩
    · rw [hz, Matrix.mulVec_zero] at hA
      rw [← hfc, ← hA]
      rfl
    · have e := act f hf ⟨i, hi⟩
      rw [hfc, hc] at e
      exact e.symm
    · have e := congrFun hA i
      rw [shift_mulVec, hf i hi] at e
      exact (sub_eq_zero.mp e).symm
```

The criterion is silent at host levels. A host eigenvector with nodes on all of $S$, for instance, survives the deletion at its old energy.

## One missing site

A one-by-one determinant is its entry.

```lean
/-- If `E` is not a level of the host, then it is a level of the host with site `o` deleted
exactly when the host Green function vanishes at that site, `G_oo(E) = 0`. -/
theorem single_vacancy_level_iff {H : Matrix n n ℂ} {E : ℂ} (hE : ¬ IsLevel H E) (o : n) :
    IsLevel (vacancy H {o}) E ↔ green H E o o = 0 := by
  have : Subsingleton {i // i ∈ ({o} : Finset n)} :=
    ⟨fun a b => Subtype.ext
      ((Finset.mem_singleton.mp a.2).trans (Finset.mem_singleton.mp b.2).symm)⟩
  rw [vacancy_level_iff_det hE,
    Matrix.det_eq_elem_of_subsingleton _ ⟨o, Finset.mem_singleton_self o⟩]
  rfl
```

The state itself is a column of $G$, with the prefactor set by the amplitude hopping onto the empty site.

```lean
/-- If `E` is not a level of the host, a state of the single vacancy at `o` is the column of the
host Green function at `o`, times minus the amplitude `(H Ψ)_o` that hops onto the missing site. -/
theorem vacancy_state_eq {H : Matrix n n ℂ} {E : ℂ} (hE : ¬ IsLevel H E) {o : n}
    {Ψ : n → ℂ} (h : IsVacancyState H {o} E Ψ) (j : n) :
    Ψ j = -(H *ᵥ Ψ) o * green H E j o := by
  have h2 := mul_eq_one_comm.mp (shift_mul_green hE)
  have hG : green H E *ᵥ (E • Ψ - H *ᵥ Ψ) = Ψ := by
    rw [← shift_mulVec, Matrix.mulVec_mulVec, h2, Matrix.one_mulVec]
  have ho : Ψ o = 0 := h.1 o (Finset.mem_singleton_self o)
  have hsum : ∑ k, green H E j k * (E * Ψ k - (H *ᵥ Ψ) k) = Ψ j := congrFun hG j
  -- only the deleted site contributes to the source
  rw [Finset.sum_eq_single o
    (fun k _ hk => by rw [h.2 k (by simpa using hk), sub_self, mul_zero])
    (fun hk => absurd (Finset.mem_univ o) hk), ho] at hsum
  rw [← hsum]
  ring
```

## Zero-energy levels on bipartite lattices

Here `color` assigns the sublattices and `hH` forbids coupling within one, including on-site terms. The proof obtains `hD`, then `hG`, and reads off the diagonal entry.

```lean
/-- On a bipartite lattice with zero on-site energies, where `H` couples only sites of different
colour, and with no host level at zero energy, deleting any one site creates a level at zero energy.
-/
theorem bipartite_vacancy_zero_level {H : Matrix n n ℂ} (color : n → Bool)
    (hH : ∀ i j, color i = color j → H i j = 0) (h0 : ¬ IsLevel H 0) (o : n) :
    IsLevel (vacancy H {o}) 0 := by
  rw [single_vacancy_level_iff h0]
  have h1 := shift_mul_green h0
  rw [zero_smul, zero_sub] at h1
  have h2 := mul_eq_one_comm.mp h1
  let s : n → ℂ := fun i => if color i = true then 1 else -1
  -- the sublattice sign anticommutes with `H`
  have hD : Matrix.diagonal s * H = -(H * Matrix.diagonal s) := by
    ext i j
    rw [Matrix.neg_apply, Matrix.diagonal_mul, Matrix.mul_diagonal]
    by_cases hc : color i = color j
    · rw [hH i j hc]
      simp
    · have hs : s i = -s j := by
        revert hc
        simp only [s]
        cases color i <;> cases color j <;> simp
      rw [hs]
      ring
  -- hence it anticommutes with the Green function at zero energy
  have hG : green H 0 * Matrix.diagonal s = -(Matrix.diagonal s * green H 0) := by
    calc green H 0 * Matrix.diagonal s
        = green H 0 * Matrix.diagonal s * (-H * green H 0) := by rw [h1, mul_one]
      _ = -(green H 0 * (Matrix.diagonal s * H) * green H 0) := by noncomm_ring
      _ = -(green H 0 * (-(H * Matrix.diagonal s)) * green H 0) := by rw [hD]
      _ = -((green H 0 * -H) * (Matrix.diagonal s * green H 0)) := by noncomm_ring
      _ = -(Matrix.diagonal s * green H 0) := by rw [h2, one_mul]
  have e := congrFun (congrFun hG o) o
  rw [Matrix.neg_apply, Matrix.diagonal_mul, Matrix.mul_diagonal] at e
  have hs : s o ≠ 0 := by
    simp only [s]
    cases color o <;> simp
  have e2 : s o * green H 0 o o = 0 := by linear_combination e / 2
  exact (mul_eq_zero.mp e2).resolve_left hs
```

The smallest example is a dimer with hopping $t\neq0$. Its levels are $\pm|t|$; deleting one site leaves an isolated site at zero energy.

```lean
/-- Two sites at zero on-site energy, coupled by the hopping amplitude `t`. -/
def dimer (t : ℂ) : Matrix (Fin 2) (Fin 2) ℂ := !![0, t; star t, 0]
```

The theorem checks directly that the dimer has no zero level, then applies the bipartite result to its first site, numbered `0`.

```lean
/-- A dimer with nonzero hopping has no level at zero energy, but acquires one when its first
site is deleted. -/
theorem dimer_witness {t : ℂ} (ht : t ≠ 0) :
    ¬ IsLevel (dimer t) 0 ∧ IsLevel (vacancy (dimer t) {0}) 0 := by
  have h0 : ¬ IsLevel (dimer t) 0 := by
    rintro ⟨ψ, hψ, h⟩
    have a := congrFun h 0
    have b := congrFun h 1
    simp [dimer, Matrix.mulVec, dotProduct, Fin.sum_univ_two, ht] at a b
    apply hψ
    funext i
    fin_cases i <;> simp [a, b]
  refine ⟨h0, bipartite_vacancy_zero_level (fun i => decide (i = 0)) ?_ h0 0⟩
  intro i j
  fin_cases i <;> fin_cases j <;> simp [dimer]

end

end VacancyLevels
```

```lean
#print axioms VacancyLevels.vacancy_level_iff_det
-- 'VacancyLevels.vacancy_level_iff_det' depends on axioms: [propext, Classical.choice, Quot.sound]
#print axioms VacancyLevels.vacancy_state_eq
-- 'VacancyLevels.vacancy_state_eq' depends on axioms: [propext, Classical.choice, Quot.sound]
#print axioms VacancyLevels.bipartite_vacancy_zero_level
-- 'VacancyLevels.bipartite_vacancy_zero_level' depends on axioms: [propext, Classical.choice, Quot.sound]
```
